# Reversing the z components of two unit dipoles, along x and z and separated by (1, 0, 1), reverses the sign of their interaction energy

Two classical point dipoles of unit moment, the first along x and the second along z, sit at fixed sites whose separation is (1, 0, 1), a vector of length √2. In units where μ₀/4π = 1, the theorem `tilted_pair_energy` states that their dipolar energy is -3/(4√2), and that it becomes 3/(4√2) when the z component of each moment is reversed and the sites stay where they are. The attempt uses `energy_two` to reduce the total energy to that of the single pair. It then works out the length of the separation, its fifth power and the dot products, and puts them into the formula for the pair energy.

As first written in Lean, the proof fails:

```lean
import Mathlib

open Matrix

namespace TiltedPairEnergy

noncomputable section

/-- Vectors in three-dimensional space, with components x, y, z numbered 0, 1, 2. -/
abbrev Vec := Fin 3 → ℝ

/-- The Euclidean length of a vector. -/
def len (R : Vec) : ℝ := √(R ⬝ᵥ R)

/-- The energy of two point dipoles `m` and `m'` at separation `R ≠ 0`,
in units where `μ₀ / 4π = 1`. -/
def pairEnergy (R m m' : Vec) : ℝ :=
  (m ⬝ᵥ m') / len R ^ 3 - 3 * (m ⬝ᵥ R) * (m' ⬝ᵥ R) / len R ^ 5

/-- The total dipolar energy of moments `m` on finitely many distinct sites `r`;
the factor one half corrects for counting each pair twice. -/
def energy {ι : Type*} [Fintype ι] [DecidableEq ι] (r : ι ↪ Vec) (m : ι → Vec) : ℝ :=
  (1 / 2) * ∑ i, ∑ j ∈ Finset.univ.erase i, pairEnergy (r j - r i) (m i) (m j)

/-- Reversal of the z component of a moment. -/
def flipZ (m : Vec) : Vec := ![m 0, m 1, -m 2]

/-- For two distinct sites the total energy is the energy of their single pair. -/
theorem energy_two (r : Fin 2 ↪ Vec) (m : Fin 2 → Vec) :
    energy r m = pairEnergy (r 1 - r 0) (m 0) (m 1) := by
  have e0 : (Finset.univ.erase 0 : Finset (Fin 2)) = {1} := by decide
  have e1 : (Finset.univ.erase 1 : Finset (Fin 2)) = {0} := by decide
  have s : pairEnergy (r 0 - r 1) (m 1) (m 0) = pairEnergy (r 1 - r 0) (m 0) (m 1) := by
    rw [← neg_sub (r 1) (r 0)]
    have hl : len (-(r 1 - r 0)) = len (r 1 - r 0) := by
      simp only [len, neg_dotProduct, dotProduct_neg, neg_neg]
    simp only [pairEnergy, hl, dotProduct_neg, dotProduct_comm (m 1) (m 0)]
    ring
  unfold energy
  rw [Fin.sum_univ_two, e0, e1, Finset.sum_singleton, Finset.sum_singleton, s]
  ring

/-- For two sites separated by (1,0,1) with unit moments along x and z, reversing the
z components changes the dipolar energy from `-3/(4√2)` to `3/(4√2)`. -/
theorem tilted_pair_energy (r : Fin 2 ↪ Vec) (h : r 1 - r 0 = ![1, 0, 1]) :
    energy r ![![1, 0, 0], ![0, 0, 1]] = -3 / (4 * √2) ∧
    energy r (fun i => flipZ ((![![1, 0, 0], ![0, 0, 1]] : Fin 2 → Vec) i))
      = 3 / (4 * √2) := by
  have hl : len ![1, 0, 1] = √2 := by
    unfold len
    congr 1
    norm_num [dotProduct, Fin.sum_univ_three]
  have h5 : √2 ^ 5 = 4 * √2 := by
    have s : √2 ^ 2 = (2 : ℝ) := Real.sq_sqrt (by norm_num)
    calc √2 ^ 5 = (√2 ^ 2) ^ 2 * √2 := by ring
      _ = 4 * √2 := by rw [s]; norm_num
  constructor
  · rw [energy_two, h]
    change pairEnergy ![1, 0, 1] ![1, 0, 0] ![0, 0, 1] = _
    have d1 : (![1, 0, 0] : Vec) ⬝ᵥ ![0, 0, 1] = 0 := by
      simp [dotProduct, Fin.sum_univ_three]
    have d2 : (![1, 0, 0] : Vec) ⬝ᵥ ![1, 0, 1] = 1 := by
      simp [dotProduct, Fin.sum_univ_three]
    have d3 : (![0, 0, 1] : Vec) ⬝ᵥ ![1, 0, 1] = 1 := by
      simp [dotProduct, Fin.sum_univ_three]
    rw [pairEnergy, hl, h5, d1, d2, d3]
    ring
  · rw [energy_two, h]
    change pairEnergy ![1, 0, 1] (flipZ ![1, 0, 0]) (flipZ ![0, 0, 1]) = _
    have d1 : flipZ ![1, 0, 0] ⬝ᵥ flipZ ![0, 0, 1] = 0 := by
      simp [flipZ, dotProduct, Fin.sum_univ_three]
    have d2 : flipZ ![1, 0, 0] ⬝ᵥ ![1, 0, 1] = 1 := by
      simp [flipZ, dotProduct, Fin.sum_univ_three]
    have d3 : flipZ ![0, 0, 1] ⬝ᵥ ![1, 0, 1] = -1 := by
      simp [flipZ, dotProduct, Fin.sum_univ_three]
    rw [pairEnergy, hl, h5, d1, d2, d3]
    ring

end

end TiltedPairEnergy
```

Lean reports:

```
Main.lean:49:35: error: unsolved goals
r : Fin 2 ↪ Vec
h : r 1 - r 0 = ![1, 0, 1]
⊢ 1 + ![1, 0, 1] 2 * ![1, 0, 1] 2 = 2
```

What went wrong. The error lies in the proof of `hl`, which says that the separation has length √2. After `unfold len` and `congr 1`, what remains is to show that the dot product of (1, 0, 1) with itself is 2. The call to `norm_num` expands this into a sum and evaluates the entries at indices 0 and 1, for which Mathlib has ordinary simp lemmas. The entry at index 2 is read off by a simplification procedure (a simproc), `Matrix.cons_val`, which `simp` runs by default and `norm_num` does not. So `![1, 0, 1] 2` stays as it is, and the true goal `1 + ![1, 0, 1] 2 * ![1, 0, 1] 2 = 2` is left unproved. The later dot products, such as `d3`, also have entries at index 2, but they are proved with `simp` and raise no error.

The repair no longer relies on `norm_num` to read the entries. First, `simp only` expands the dot product into three products. Then `change` restates the goal with every entry written as a number, which Lean accepts because the two forms are equal by definition. That leaves `norm_num` with plain arithmetic, 1 · 1 + 0 · 0 + 1 · 1 = 2, which it proves.

Fix (accepted with no message):

```diff
@@ -50,5 +50,7 @@
     unfold len
     congr 1
-    norm_num [dotProduct, Fin.sum_univ_three]
+    simp only [dotProduct, Fin.sum_univ_three]
+    change (1 : ℝ) * 1 + 0 * 0 + 1 * 1 = 2
+    norm_num
   have h5 : √2 ^ 5 = 4 * √2 := by
     have s : √2 ^ 2 = (2 : ℝ) := Real.sq_sqrt (by norm_num)
```
